# For one massive particle with relativistic square-root energy and a Coulomb-scaling potential, stationarity under momentum scaling puts the energy above zero and at or below the rest energy

A particle of mass $m>0$ in a Coulomb field, idealised to a single momentum $p$ and a mean potential energy $V$, has energy $E(l)=\sqrt{l^2p^2+m^2}+lV$ when its momentum is multiplied by $l>0$ and its distances from the centre are divided by $l$, in units with $c=1$ and with the rest energy included. If $E'(1)=0$, then $V=-p^2/\sqrt{p^2+m^2}$, so $E(1)=m^2/\sqrt{p^2+m^2}$, which is positive and at most $m$.

```lean
import Mathlib

open Finset

namespace RelativisticVirial

noncomputable section

variable {ι : Type*} [Fintype ι]

/-- Relativistic energy `√(p² + m²)` of a particle of mass `m` and momentum `p`, in units
with `c = 1`. -/
def relEnergy (m p : ℝ) : ℝ := √(p ^ 2 + m ^ 2)

/-- Energy of a state after all momenta are scaled by `l`: momentum `p i` has weight `w i`,
and the potential energy `V` scales linearly in `l`, as for Coulomb forces. -/
def scaledEnergy (w p : ι → ℝ) (m V l : ℝ) : ℝ :=
  ∑ i, w i * relEnergy m (l * p i) + l * V

/-- A particle of positive mass has positive relativistic energy. -/
theorem relEnergy_pos {m : ℝ} (hm : 0 < m) (p : ℝ) : 0 < relEnergy m p :=
  Real.sqrt_pos.mpr (by positivity)

/-- The energy-momentum relation: the squared energy is `p² + m²`. -/
theorem relEnergy_sq (m p : ℝ) : relEnergy m p ^ 2 = p ^ 2 + m ^ 2 :=
  Real.sq_sqrt (by positivity)

/-- For positive mass, the derivative of the scaled energy with respect to the scale `l`. -/
theorem hasDerivAt_scaledEnergy {m : ℝ} (hm : 0 < m) (w p : ι → ℝ) (V l : ℝ) :
    HasDerivAt (scaledEnergy w p m V)
      (∑ i, w i * (l * p i ^ 2 / relEnergy m (l * p i)) + V) l := by
  have hterm : ∀ i, HasDerivAt (fun x => w i * relEnergy m (x * p i))
      (w i * (l * p i ^ 2 / relEnergy m (l * p i))) l := by
    intro i
    have h1 : HasDerivAt (fun x : ℝ => (x * p i) ^ 2 + m ^ 2) (2 * (l * p i) * p i) l :=
      ((((hasDerivAt_id' l).mul_const (p i)).fun_pow 2).add_const (m ^ 2)).congr_deriv
        (by norm_num)
    have hne : (l * p i) ^ 2 + m ^ 2 ≠ 0 := by positivity
    have h2 : HasDerivAt (fun x => relEnergy m (x * p i))
        (2 * (l * p i) * p i / (2 * relEnergy m (l * p i))) l := h1.sqrt hne
    refine (h2.congr_deriv ?_).const_mul (w i)
    rw [show 2 * (l * p i) * p i = 2 * (l * p i ^ 2) by ring,
      mul_div_mul_left _ _ two_ne_zero]
  have h := (HasDerivAt.fun_sum (u := Finset.univ) (fun i _ => hterm i)).fun_add
    ((hasDerivAt_id' l).mul_const V)
  exact h.congr_deriv (by simp only [one_mul])

/-- For positive mass, the energy is stationary at the unscaled state exactly when the
potential energy is minus the weighted sum of `p² / √(p² + m²)`, momentum times velocity. -/
theorem stationary_iff_virial {m : ℝ} (hm : 0 < m) (w p : ι → ℝ) (V : ℝ) :
    HasDerivAt (scaledEnergy w p m V) 0 1 ↔
      V = -∑ i, w i * (p i ^ 2 / relEnergy m (p i)) := by
  have hD := hasDerivAt_scaledEnergy hm w p V 1
  simp only [one_mul] at hD
  constructor
  · intro h
    linarith [hD.unique h]
  · intro h
    exact hD.congr_deriv (by linarith)

/-- For positive mass, the energy of a stationary state is the weighted sum of
`m² / √(p² + m²)`. -/
theorem stationary_energy {m V : ℝ} (hm : 0 < m) {w p : ι → ℝ}
    (hst : HasDerivAt (scaledEnergy w p m V) 0 1) :
    scaledEnergy w p m V 1 = ∑ i, w i * (m ^ 2 / relEnergy m (p i)) := by
  have hV := (stationary_iff_virial hm w p V).mp hst
  unfold scaledEnergy
  simp only [one_mul]
  rw [hV, ← sub_eq_add_neg, ← Finset.sum_sub_distrib]
  refine Finset.sum_congr rfl fun i _ => ?_
  -- the energy splits into momentum times velocity and a mass term
  have hsplit : relEnergy m (p i)
      = p i ^ 2 / relEnergy m (p i) + m ^ 2 / relEnergy m (p i) := by
    rw [← add_div, eq_div_iff (relEnergy_pos hm (p i)).ne']
    linear_combination relEnergy_sq m (p i)
  linear_combination w i * hsplit

/-- Relativistic virial theorem: for positive mass and probability weights, a state whose
energy is stationary under scaling has energy `∑ w m² / √(p² + m²)`, which is positive and
at most the rest energy `m`. -/
theorem relativistic_virial {m V : ℝ} (hm : 0 < m) {w p : ι → ℝ}
    (hw : ∀ i, 0 ≤ w i) (hw1 : ∑ i, w i = 1)
    (hst : HasDerivAt (scaledEnergy w p m V) 0 1) :
    scaledEnergy w p m V 1 = ∑ i, w i * (m ^ 2 / √(p i ^ 2 + m ^ 2)) ∧
      0 < scaledEnergy w p m V 1 ∧ scaledEnergy w p m V 1 ≤ m := by
  have hE := stationary_energy hm hst
  have hpos : ∀ i, 0 < m ^ 2 / relEnergy m (p i) := fun i =>
    div_pos (by positivity) (relEnergy_pos hm (p i))
  refine ⟨hE, ?_, ?_⟩
  · -- some momentum carries weight
    obtain ⟨i, _, hi⟩ := Finset.exists_ne_zero_of_sum_ne_zero
      (show ∑ i, w i ≠ 0 by rw [hw1]; exact one_ne_zero)
    rw [hE]
    exact Finset.sum_pos' (fun j _ => mul_nonneg (hw j) (hpos j).le)
      ⟨i, Finset.mem_univ i, mul_pos (lt_of_le_of_ne (hw i) (Ne.symm hi)) (hpos i)⟩
  · -- each energy is at least the rest energy
    have hle : ∀ i, m ^ 2 / relEnergy m (p i) ≤ m := by
      intro i
      have h : m ≤ relEnergy m (p i) :=
        (Real.le_sqrt' hm).mpr (by nlinarith [sq_nonneg (p i)])
      rw [div_le_iff₀ (relEnergy_pos hm (p i))]
      nlinarith
    calc scaledEnergy w p m V 1 = ∑ i, w i * (m ^ 2 / relEnergy m (p i)) := hE
      _ ≤ ∑ i, w i * m :=
        Finset.sum_le_sum fun i _ => mul_le_mul_of_nonneg_left (hle i) (hw i)
      _ = m := by rw [← Finset.sum_mul, hw1, one_mul]

/-- For positive mass and probability weights, a stationary state has exactly the rest energy
`m` if and only if every momentum of non-zero weight vanishes. -/
theorem energy_eq_mass_iff {m V : ℝ} (hm : 0 < m) {w p : ι → ℝ}
    (hw : ∀ i, 0 ≤ w i) (hw1 : ∑ i, w i = 1)
    (hst : HasDerivAt (scaledEnergy w p m V) 0 1) :
    scaledEnergy w p m V 1 = m ↔ ∀ i, w i ≠ 0 → p i = 0 := by
  have hle : ∀ i, m ^ 2 / relEnergy m (p i) ≤ m := by
    intro i
    have h : m ≤ relEnergy m (p i) :=
      (Real.le_sqrt' hm).mpr (by nlinarith [sq_nonneg (p i)])
    rw [div_le_iff₀ (relEnergy_pos hm (p i))]
    nlinarith
  -- the binding energy is a sum of non-negative terms
  have hd : ∑ i, w i * (m - m ^ 2 / relEnergy m (p i)) = m - scaledEnergy w p m V 1 := by
    rw [stationary_energy hm hst]
    simp only [mul_sub, Finset.sum_sub_distrib]
    rw [← Finset.sum_mul, hw1, one_mul]
  constructor
  · intro h i hi
    have hz := (Finset.sum_eq_zero_iff_of_nonneg
      (fun j _ => mul_nonneg (hw j) (sub_nonneg.mpr (hle j)))).mp
      (by rw [hd, h, sub_self]) i (Finset.mem_univ i)
    have h1 := (mul_eq_zero.mp hz).resolve_left hi
    have h2 : m ^ 2 = m * relEnergy m (p i) :=
      (div_eq_iff (relEnergy_pos hm (p i)).ne').mp (by linarith)
    have h3 : relEnergy m (p i) = m := mul_left_cancel₀ hm.ne' (by linarith [sq m])
    have h4 := relEnergy_sq m (p i)
    rw [h3] at h4
    exact pow_eq_zero_iff two_ne_zero |>.mp (by linarith)
  · intro h
    have hz : ∑ i, w i * (m - m ^ 2 / relEnergy m (p i)) = 0 := by
      refine Finset.sum_eq_zero fun i _ => ?_
      by_cases hi : w i = 0
      · rw [hi, zero_mul]
      · have h0 : relEnergy m (p i) = m := by
          rw [h i hi, relEnergy, zero_pow two_ne_zero, zero_add, Real.sqrt_sq hm.le]
        rw [h0, sq, mul_div_cancel_right₀ _ hm.ne', sub_self, mul_zero]
    linarith

/-- For positive mass, the energy at scaled momentum `l q` lies on or above its tangent line
in `l` at `l = 1`. -/
theorem tangent_le_relEnergy {m : ℝ} (hm : 0 < m) (q l : ℝ) :
    (l * q ^ 2 + m ^ 2) / relEnergy m q ≤ relEnergy m (l * q) := by
  rw [div_le_iff₀ (relEnergy_pos hm q)]
  refine (le_abs_self _).trans (abs_le_of_sq_le_sq ?_
    (mul_pos (relEnergy_pos hm _) (relEnergy_pos hm _)).le)
  rw [mul_pow, relEnergy_sq, relEnergy_sq]
  nlinarith [sq_nonneg (m * q * (l - 1))]

/-- For positive mass and non-negative weights, a state that is stationary under scaling has
the lowest energy among all its scaled copies. -/
theorem stationary_is_minimum {m V : ℝ} (hm : 0 < m) {w p : ι → ℝ} (hw : ∀ i, 0 ≤ w i)
    (hst : HasDerivAt (scaledEnergy w p m V) 0 1) (l : ℝ) :
    scaledEnergy w p m V 1 ≤ scaledEnergy w p m V l := by
  have hV := (stationary_iff_virial hm w p V).mp hst
  have hsum : ∑ i, w i * ((l * p i ^ 2 + m ^ 2) / relEnergy m (p i))
      ≤ ∑ i, w i * relEnergy m (l * p i) :=
    Finset.sum_le_sum fun i _ =>
      mul_le_mul_of_nonneg_left (tangent_le_relEnergy hm (p i) l) (hw i)
  have hsplit : ∑ i, w i * ((l * p i ^ 2 + m ^ 2) / relEnergy m (p i))
      = l * ∑ i, w i * (p i ^ 2 / relEnergy m (p i))
        + ∑ i, w i * (m ^ 2 / relEnergy m (p i)) := by
    rw [Finset.mul_sum, ← Finset.sum_add_distrib]
    exact Finset.sum_congr rfl fun i _ => by ring
  -- the virial relation cancels the part linear in the scale
  have hlV : l * V = -(l * ∑ i, w i * (p i ^ 2 / relEnergy m (p i))) := by
    rw [hV, mul_neg]
  rw [stationary_energy hm hst]
  unfold scaledEnergy
  linarith

/-- Sharpness: every energy `e` with `0 < e ≤ m` is the energy of a stationary state with the
single momentum `m √(m² - e²) / e` and potential energy `e - m² / e`. -/
theorem every_energy_attained {m e : ℝ} (he : 0 < e) (hem : e ≤ m) :
    HasDerivAt (scaledEnergy (fun _ : Fin 1 => 1) (fun _ => m * √(m ^ 2 - e ^ 2) / e)
      m (e - m ^ 2 / e)) 0 1 ∧
    scaledEnergy (fun _ : Fin 1 => 1) (fun _ => m * √(m ^ 2 - e ^ 2) / e)
      m (e - m ^ 2 / e) 1 = e := by
  have hm : 0 < m := lt_of_lt_of_le he hem
  have hsq : (m * √(m ^ 2 - e ^ 2) / e) ^ 2 = (m ^ 2 / e) ^ 2 - m ^ 2 := by
    rw [div_pow, mul_pow, Real.sq_sqrt (by nlinarith)]
    have h : e ^ 2 * (e ^ 2)⁻¹ = 1 := mul_inv_cancel₀ (by positivity)
    linear_combination (-m ^ 2) * h
  have hen : relEnergy m (m * √(m ^ 2 - e ^ 2) / e) = m ^ 2 / e := by
    rw [relEnergy, hsq, sub_add_cancel, Real.sqrt_sq (by positivity)]
  constructor
  · rw [stationary_iff_virial hm]
    simp only [Finset.univ_unique, Finset.sum_singleton, one_mul]
    have hq : ((m ^ 2 / e) ^ 2 - m ^ 2) / (m ^ 2 / e) = m ^ 2 / e - e := by
      rw [div_eq_iff (by positivity)]
      have h : m ^ 2 / e * e = m ^ 2 := div_mul_cancel₀ _ he.ne'
      linear_combination h
    rw [hen, hsq, hq, neg_sub]
  · unfold scaledEnergy
    simp only [Finset.univ_unique, Finset.sum_singleton, one_mul]
    rw [hen]
    ring

end

end RelativisticVirial
```

```lean
#print axioms RelativisticVirial.relativistic_virial
#print axioms RelativisticVirial.energy_eq_mass_iff
#print axioms RelativisticVirial.stationary_is_minimum
#print axioms RelativisticVirial.every_energy_attained
```

```
'RelativisticVirial.relativistic_virial' depends on axioms: [propext, Classical.choice, Quot.sound]
'RelativisticVirial.energy_eq_mass_iff' depends on axioms: [propext, Classical.choice, Quot.sound]
'RelativisticVirial.stationary_is_minimum' depends on axioms: [propext, Classical.choice, Quot.sound]
'RelativisticVirial.every_energy_attained' depends on axioms: [propext, Classical.choice, Quot.sound]
```

## From one momentum to a distribution

A bound particle has a spread of momenta. Let the momentum $p_i$ occur with probability $w_i$, and write $\varepsilon_i=\sqrt{p_i^2+m^2}$ for its relativistic energy, rest energy included. The energy of the scaled state is

$$E(l)=\sum_i w_i\sqrt{(l p_i)^2+m^2}+lV .$$

The factor $l$ in front of $V$ comes from the Coulomb law. Replacing a wave function $\psi(\mathbf r)$ by $l^{3/2}\psi(l\mathbf r)$, with $l>0$, multiplies all momenta by $l$ and divides all distances from the centre by $l$. The mean of $1/r$ is therefore multiplied by $l$.

In the code, `relEnergy m p` is $\sqrt{p^2+m^2}$ and `scaledEnergy w p m V l` is $E(l)$. The index type `ι` is finite, and `w` and `p` assign a real number to each index. The letter $V$ stands for a number, the mean potential energy of the unscaled state, and not for a potential function. For motion in three dimensions, $p_i$ is read as the magnitude of the momentum.

The condition $E'(1)=0$ is written `HasDerivAt (scaledEnergy w p m V) 0 1`, where `0` is the value of the derivative and `1` is the point. It is assumed. In a variational calculation it expresses that the overall length scale of the trial function has been optimised. Where the docstrings speak of a stationary state, they mean a state that meets this condition, which need not be an energy eigenstate.

The theorem `relativistic_virial` takes $m>0$, $w_i\ge 0$, $\sum_i w_i=1$ and this stationarity, and concludes

$$E(1)=\sum_i w_i\frac{m^2}{\varepsilon_i},\qquad 0<E(1)\le m .$$

This is a statement about a simplified model. A real bound state has a continuous momentum density, with integrals in place of sums, and the stationarity of its energy under scaling would have to be derived from its being an eigenstate. The square-root kinetic energy also leaves out spin: an electron in an atom is described more accurately by the Dirac equation.

## Stationarity fixes the potential energy

For each term of the sum, the chain rule gives

$$\frac{d}{dl}\sqrt{(lp_i)^2+m^2}=\frac{l\,p_i^2}{\sqrt{(lp_i)^2+m^2}} .$$

The quantity under the root is positive because $m>0$, so this holds at every real $l$, including $l=0$. Summing with the weights and adding the derivative of $lV$ gives

$$E'(l)=\sum_i w_i\frac{l\,p_i^2}{\sqrt{(lp_i)^2+m^2}}+V .$$

This is `hasDerivAt_scaledEnergy`. Its proof differentiates the radicand, then the root, then the weighted term, and adds the terms with `HasDerivAt.fun_sum`.

At $l=1$ the derivative vanishes exactly when

$$V=-\sum_i w_i\frac{p_i^2}{\varepsilon_i},$$

which is the virial relation, proved in `stationary_iff_virial`. Since $p_i/\varepsilon_i$ is the velocity, the right-hand side is minus the mean of momentum times velocity. In one direction the Lean proof uses the uniqueness of the derivative, `hD.unique h`; in the other it substitutes the value of $V$ into the derivative formula. Neither direction needs the weights to be probabilities.

## The energy that is left

Inserting the virial relation into $E(1)$ gives

$$E(1)=\sum_i w_i\left(\varepsilon_i-\frac{p_i^2}{\varepsilon_i}\right).$$

Dividing $\varepsilon_i^2=p_i^2+m^2$ by $\varepsilon_i$ yields $\varepsilon_i=p_i^2/\varepsilon_i+m^2/\varepsilon_i$, so each bracket equals $m^2/\varepsilon_i$. This is `stationary_energy`, and the division is the step `hsplit` in its proof.

For the lower bound, every $m^2/\varepsilon_i$ is positive and no weight is negative. The weights sum to one, so at least one of them is positive, and the whole sum is positive. Lean finds that index with `Finset.exists_ne_zero_of_sum_ne_zero`.

For the upper bound, $\varepsilon_i\ge m$ gives $m^2/\varepsilon_i\le m$. Averaging with the weights gives $E(1)\le m$, which is the closing `calc` chain.

The case of equality is settled by `energy_eq_mass_iff`. The binding energy is

$$m-E(1)=\sum_i w_i\left(m-\frac{m^2}{\varepsilon_i}\right),$$

a sum of non-negative terms. It vanishes only if every term does, and a term with $w_i\ne 0$ vanishes only if $\varepsilon_i=m$, that is, $p_i=0$. Conversely, if all momenta of non-zero weight are zero, every term is zero. A state whose energy is stationary under scaling therefore has $E(1)=m$ exactly when the particle is at rest with probability one.

## Two momenta in numbers

Take $m=12$, momenta $9$ and $16$, and weights $\tfrac12$ each, all in one energy unit. The relativistic energies are $\sqrt{81+144}=15$ and $\sqrt{256+144}=20$. Stationarity requires

$$V=-\tfrac12\left(\tfrac{81}{15}+\tfrac{256}{20}\right)=-\tfrac12(5.4+12.8)=-9.1 .$$

The energy is then $E(1)=\tfrac12(15+20)-9.1=8.4$. The virial formula gives the same value, $\tfrac12\left(\tfrac{144}{15}+\tfrac{144}{20}\right)=\tfrac12(9.6+7.2)=8.4$. It lies between $0$ and $12$, and the binding energy is $3.6$.

## The stationary point is a minimum

The theorem `stationary_is_minimum` states that $E(1)\le E(l)$ for every real $l$, if $m>0$, the weights are non-negative and $E$ is stationary at $l=1$. The physical scalings are those with $l>0$.

The proof compares each square root with its tangent at $l=1$. For a momentum $q$ with $\varepsilon=\sqrt{q^2+m^2}$, the tangent has value $\varepsilon$ and slope $q^2/\varepsilon$ at that point, so it is

$$\varepsilon+(l-1)\frac{q^2}{\varepsilon}=\frac{lq^2+m^2}{\varepsilon}.$$

That it never exceeds $\sqrt{l^2q^2+m^2}$ follows from

$$(q^2+m^2)(l^2q^2+m^2)-(lq^2+m^2)^2=m^2q^2(l-1)^2\ge 0 .$$

This is `tangent_le_relEnergy`; the square on the right is the hint given to `nlinarith`. Summing the tangent bounds with the weights gives

$$E(l)\ge l\sum_i w_i\frac{p_i^2}{\varepsilon_i}+\sum_i w_i\frac{m^2}{\varepsilon_i}+lV .$$

By the virial relation the first and last terms cancel, and the middle sum is $E(1)$.

This gives a practical reading of the virial relation: once it holds, rescaling the state cannot lower its energy. The theorem covers finitely many momenta. The tangent bound holds for each momentum separately, so the same argument, with integrals in place of sums, applies to a trial function with a continuous momentum density and finite mean kinetic energy.

## Every allowed energy occurs

Within this model, where $p$ and $V$ can be chosen freely, the bounds on $E(1)$ cannot be tightened. Given $0<e\le m$, the theorem `every_energy_attained` takes a single momentum of weight one and sets

$$p=\frac{m\sqrt{m^2-e^2}}{e},\qquad V=e-\frac{m^2}{e}.$$

Then $p^2=m^4/e^2-m^2$, so $\sqrt{p^2+m^2}=m^2/e$. The virial relation holds, because

$$-\frac{p^2}{m^2/e}=-\left(\frac{m^2}{e}-e\right)=V,$$

and the energy is $m^2/e+V=e$. In Lean the one-element index type is `Fin 1`, and `hsq` and `hen` are the two computations of $p^2$ and of the root. At $e=m$ both $p$ and $V$ are zero, and the particle is free and at rest. Here $V$ is chosen to suit $e$; the theorem makes no claim that a given Coulomb field has a bound state of that energy.

## For a massless particle the stationary energy is zero

If $m>0$ is weakened to $m\ge 0$, strict positivity of the energy fails. Take $m=0$, one momentum $p=1$ of weight one, and $V=-1$. Then $E(l)=|l|-l$, which is zero for all $l\ge 0$. It is stationary at $l=1$, with $E(1)=0$. Without a mass, kinetic and potential energy scale in the same way, and stationarity makes them cancel completely.
